# Rank-one pole of the scattering path operator where a Hermitian KKR matrix has a one-dimensional kernel and nonzero energy slope

Once a KKR calculation has located an energy \(E_0\) at which the KKR matrix is singular, the channel amplitudes of the state can be read, up to a common factor, from the scattering path operator nearby: multiply it by \(E-E_0\) and let \(E\) approach \(E_0\). For a finite set of channels, a KKR matrix that is Hermitian at \(E_0\) and a nondegenerate state, the problems below derive the limit and the condition under which it exists.

Let \(M(E)\) be a complex square matrix depending on real energy \(E\). Its finite index type `n` stands for the combined site and angular-momentum channels after truncation.

```lean
import Mathlib

open Matrix Filter Topology

namespace KKRScatteringPathPole

noncomputable section

variable {n : Type*} [Fintype n] [DecidableEq n]
```

The matrix \(M'\) is the derivative at \(E_0\), taken entry by entry. Differentiability is required at that one energy only.

```lean
/-- The matrix function `M` of real energy has the energy derivative `M'` at `E0`,
entry by entry. -/
def HasEnergyDeriv (M : ℝ → Matrix n n ℂ) (M' : Matrix n n ℂ) (E0 : ℝ) : Prop :=
  ∀ i j, HasDerivAt (fun E => M E i j) (M' i j) E0
```

The column vector \(c\) represents the state: \(c^*c=1\), and the solutions of \(M(E_0)v=0\) are exactly the multiples of \(c\). This excludes degenerate states.

```lean
/-- The unit vector `c` spans the kernel of `A`. -/
def IsNondegenerateState (A : Matrix n n ℂ) (c : n → ℂ) : Prop :=
  star c ⬝ᵥ c = 1 ∧ ∀ v, A *ᵥ v = 0 ↔ ∃ a : ℂ, v = a • c
```

The energy slope is \(m=c^*M'c\). If \(M(E)\) is Hermitian around \(E_0\), first-order perturbation theory identifies \(m\) with the slope of the eigenvalue that vanishes there. Requiring \(m\neq0\) then means that this eigenvalue crosses zero linearly.

```lean
/-- The expectation value `c* M' c` of the energy derivative in the state `c`. -/
def energySlope (M' : Matrix n n ℂ) (c : n → ℂ) : ℂ := star c ⬝ᵥ (M' *ᵥ c)
```

The KKR case is \(M=t^{-1}-G\), with \(t\) the single-site scattering matrix and \(G\) the structure constants. For a crystal, \(G\), and with it \(M\) and its inverse, is taken at one fixed Bloch vector. In Lean, `tinv` and `G` are arbitrary matrix functions; neither is built from a potential or a lattice.

```lean
/-- The scattering path operator `τ(E) = (t⁻¹(E) - G(E))⁻¹`, for the inverse single-site
matrix `tinv` and the structure constants `G`. -/
def scatteringPath (tinv G : ℝ → Matrix n n ℂ) (E : ℝ) : Matrix n n ℂ :=
  (tinv E - G E)⁻¹
```

## (a) A dyad acting on a vector

**Task.** For a column \(c\) and a row \(w\), show that \((c\,w)v=(wv)\,c\).

**Solution.** The dyad has entries \(c_iw_j\), so component \(i\) of the product is \(\sum_j c_iw_jv_j=(\sum_j w_jv_j)c_i\). Lean's `⬝ᵥ` does not conjugate; conjugation is written explicitly as `star`. The proof compares components in the same way.

```lean
omit [DecidableEq n] in
/-- The dyad `c w` maps a vector `v` to `c` times the pairing of `w` with `v`. -/
theorem dyad_mulVec (c w v : n → ℂ) : vecMulVec c w *ᵥ v = (w ⬝ᵥ v) • c := by
  ext i
  simp only [Matrix.mulVec, dotProduct, Matrix.vecMulVec_apply, Pi.smul_apply, smul_eq_mul,
    Finset.sum_mul]
  exact Finset.sum_congr rfl fun j _ => by ring
```

## (b) The energy distance

**Task.** Show that \(x=E-E_0\), read as a complex number, tends to zero as \(E\to E_0\).

**Solution.** It is continuous in \(E\) and vanishes at \(E_0\). The filter `𝓝[≠] E0` describes real energies approaching \(E_0\) without reaching it.

```lean
/-- The energy distance `E - E0` tends to zero as `E` approaches `E0`. -/
theorem detuning_tendsto (E0 : ℝ) :
    Tendsto (fun E : ℝ => ((E - E0 : ℝ) : ℂ)) (𝓝[≠] E0) (𝓝 0) := by
  have h : Continuous (fun E : ℝ => ((E - E0 : ℝ) : ℂ)) := by fun_prop
  have h' := (h.tendsto E0).mono_left (nhdsWithin_le_nhds (s := {E0}ᶜ))
  simpa using h'
```

## (c) Two limits from one derivative

**Task.** Show that \(M(E)\to M(E_0)\) and \([M(E)-M(E_0)]/x\to M'\).

**Solution.** Each entry is differentiable at \(E_0\), hence continuous there, and its difference quotient tends to its derivative. Convergence of a finite matrix is convergence of its entries, which is how the proof proceeds.

```lean
omit [Fintype n] [DecidableEq n] in
/-- As `E` approaches `E0`, a differentiable matrix function tends to its value at `E0`, and
its difference quotient tends to its energy derivative. -/
theorem matrix_limits {M : ℝ → Matrix n n ℂ} {M' : Matrix n n ℂ} {E0 : ℝ}
    (hM : HasEnergyDeriv M M' E0) :
    Tendsto M (𝓝[≠] E0) (𝓝 (M E0)) ∧
    Tendsto (fun E : ℝ => ((E - E0 : ℝ) : ℂ)⁻¹ • (M E - M E0)) (𝓝[≠] E0) (𝓝 M') := by
  constructor
  · exact tendsto_pi_nhds.2 fun i => tendsto_pi_nhds.2 fun j =>
      (hM i j).continuousAt.tendsto.mono_left nhdsWithin_le_nhds
  · refine tendsto_pi_nhds.2 fun i => tendsto_pi_nhds.2 fun j => ?_
    refine (hasDerivAt_iff_tendsto_slope.1 (hM i j)).congr fun E => ?_
    simp [slope, Matrix.smul_apply, Matrix.sub_apply, Complex.real_smul]
```

## (d) Removing the singularity

**Task.** Let \(c\) be a unit vector spanning the kernel of \(A\), let the row \(l\) satisfy \(lA=0\), and let \(lDc\neq0\). Show that \(A+Dcc^*\) is invertible.

**Solution.** Suppose \((A+Dcc^*)v=0\). By (a),
\[
Av+(c^*v)Dc=0 .
\]
Multiplying by \(l\) from the left gives \((c^*v)(lDc)=0\), so \(c^*v=0\). Then \(Av=0\), hence \(v=ac\) for some number \(a\), and \(a=c^*v=0\). Thus \(v=0\).

Lean argues by contradiction: a zero determinant supplies a nonzero \(v\), and the steps above force it to vanish.

```lean
/-- If the unit vector `c` spans the kernel of `A`, `l` is a left null vector of `A` and `l D c` is
nonzero, then `A + D c c*` has nonzero determinant. -/
theorem regularized_det_ne_zero {A D : Matrix n n ℂ} {c l : n → ℂ}
    (hc : IsNondegenerateState A c) (hl : l ᵥ* A = 0) (hm : l ⬝ᵥ (D *ᵥ c) ≠ 0) :
    (A + D * vecMulVec c (star c)).det ≠ 0 := by
  intro h
  obtain ⟨v, hv, h0⟩ := Matrix.exists_mulVec_eq_zero_iff.2 h
  have e : (A + D * vecMulVec c (star c)) *ᵥ v = A *ᵥ v + (star c ⬝ᵥ v) • (D *ᵥ c) := by
    rw [Matrix.add_mulVec, ← Matrix.mulVec_mulVec, dyad_mulVec, Matrix.mulVec_smul]
  -- pairing with the left null vector removes the component along `c`
  have t : l ⬝ᵥ (A *ᵥ v + (star c ⬝ᵥ v) • (D *ᵥ c)) = 0 := by
    rw [← e, h0, dotProduct_zero]
  rw [dotProduct_add, Matrix.dotProduct_mulVec l A v, hl, zero_dotProduct, zero_add,
    dotProduct_smul, smul_eq_mul] at t
  have z := (mul_eq_zero.1 t).resolve_right hm
  rw [h0, z, zero_smul, add_zero] at e
  obtain ⟨a, rfl⟩ := (hc.2 v).1 e.symm
  rw [dotProduct_smul, hc.1, smul_eq_mul, mul_one] at z
  exact hv (by rw [z, zero_smul])
```

## (e) The pole without Hermiticity

**Task.** Let \(c\) be a unit vector spanning the kernel of \(M(E_0)\), with \(lM(E_0)=0\) and \(lM'c\neq0\). Show that \(M(E)\) is invertible for \(E\) near but different from \(E_0\), and that \(xM(E)^{-1}\to c\,l/(lM'c)\).

**Solution.** Put \(P=cc^*\). Since \(M(E_0)P=0\),
\[
M(E)\left(1-P+\frac{P}{x}\right)=M(E)(1-P)+\frac{M(E)-M(E_0)}{x}P=:B(E).
\]
By (c), \(B(E)\to B=M(E_0)+M'P\), and by (d), \(\det B\neq0\). Hence \(\det B(E)\neq0\) near \(E_0\), and the factorisation gives \(\det M(E)\neq0\) as well. Therefore
\[
xM(E)^{-1}=\bigl(x(1-P)+P\bigr)B(E)^{-1}\to PB^{-1}.
\]
To evaluate the limit, use \(lM(E_0)=0\):
\[
(c\,l)B=c\,(lM'c)\,c^*=(lM'c)P,
\qquad\text{so}\qquad
PB^{-1}=\frac{c\,l}{lM'c}.
\]

In the proof, `fac` is the factorisation, `hBt` the limit of \(B(E)\), `hL` the identity for \((c\,l)B\), and `hres` the final value. Convergence of \(B(E)^{-1}\) comes from writing the inverse as adjugate over determinant. The statement `∀ᶠ E in 𝓝[≠] E0, IsUnit (M E)` expresses invertibility at all energies sufficiently close to \(E_0\), with \(E_0\) itself left out.

```lean
/-- Let `M` have the energy derivative `M'` at `E0`, let the unit vector `c` span the kernel of
`M(E0)`, which need not be Hermitian, and let `l` be a left null vector with `l M' c` nonzero. Then
`M(E)` is invertible for `E` near but not equal to `E0`, and `(E - E0) M(E)⁻¹` tends to `c l / (l M'
c)`. -/
theorem pole_of_left_right_states {M : ℝ → Matrix n n ℂ} {M' : Matrix n n ℂ} {E0 : ℝ}
    {c l : n → ℂ} (hM : HasEnergyDeriv M M' E0) (hc : IsNondegenerateState (M E0) c)
    (hl : l ᵥ* M E0 = 0) (hm : l ⬝ᵥ (M' *ᵥ c) ≠ 0) :
    (∀ᶠ E in 𝓝[≠] E0, IsUnit (M E)) ∧
    Tendsto (fun E : ℝ => ((E - E0 : ℝ) : ℂ) • (M E)⁻¹) (𝓝[≠] E0)
      (𝓝 ((l ⬝ᵥ (M' *ᵥ c))⁻¹ • vecMulVec c l)) := by
  have hd := regularized_det_ne_zero hc hl hm
  have hL : vecMulVec c l * (M E0 + M' * vecMulVec c (star c))
      = (l ⬝ᵥ (M' *ᵥ c)) • vecMulVec c (star c) := by
    have h1 : vecMulVec c l * M E0 = 0 := by
      rw [Matrix.vecMulVec_mul, hl]
      ext i j
      simp [Matrix.vecMulVec_apply]
    rw [mul_add, h1, zero_add, Matrix.mul_vecMulVec]
    ext i j
    simp only [Matrix.mul_apply, Matrix.vecMulVec_apply, Matrix.smul_apply, smul_eq_mul,
      dotProduct, Finset.sum_mul]
    exact Finset.sum_congr rfl fun k _ => by ring
  have AP : M E0 * vecMulVec c (star c) = 0 := by
    rw [Matrix.mul_vecMulVec, (hc.2 c).2 ⟨1, by simp⟩]
    ext i j
    simp [Matrix.vecMulVec_apply]
  generalize vecMulVec c (star c) = P at hd hL AP
  obtain ⟨h1, h2⟩ := matrix_limits hM
  -- `B(E) = M(E) (1 - P + P / (E - E0))` has an invertible limit
  obtain ⟨B, hB⟩ : ∃ B : ℝ → Matrix n n ℂ, ∀ E, B E = M E * (1 - P)
      + (((E - E0 : ℝ) : ℂ)⁻¹ • (M E - M E0)) * P := ⟨_, fun _ => rfl⟩
  have fac : ∀ E, M E * ((1 - P) + ((E - E0 : ℝ) : ℂ)⁻¹ • P) = B E := by
    intro E
    rw [hB, mul_add, Matrix.mul_smul, Matrix.smul_mul, sub_mul, AP, sub_zero]
  have hBt : Tendsto B (𝓝[≠] E0) (𝓝 (M E0 + M' * P)) := by
    have h := (h1.mul_const (1 - P)).add (h2.mul_const P)
    rw [mul_sub, mul_one, AP, sub_zero] at h
    exact h.congr fun E => (hB E).symm
  have hdet : Tendsto (fun E => (B E).det) (𝓝[≠] E0) (𝓝 (M E0 + M' * P).det) :=
    ((Continuous.matrix_det continuous_id).tendsto _).comp hBt
  have hadj : Tendsto (fun E => (B E).adjugate) (𝓝[≠] E0) (𝓝 (M E0 + M' * P).adjugate) :=
    ((Continuous.matrix_adjugate continuous_id).tendsto _).comp hBt
  have hinv : Tendsto (fun E => (B E)⁻¹) (𝓝[≠] E0) (𝓝 (M E0 + M' * P)⁻¹) := by
    simp only [Matrix.inv_def, Ring.inverse_eq_inv']
    exact (hdet.inv₀ hd).smul hadj
  have hne := hdet.eventually_ne hd
  constructor
  · filter_upwards [hne] with E hE
    refine (Matrix.isUnit_iff_isUnit_det _).2 (isUnit_iff_ne_zero.2 fun h0 => hE ?_)
    rw [← fac, Matrix.det_mul, h0, zero_mul]
  · have hlim := (((detuning_tendsto E0).smul_const (1 - P)).add_const P).mul hinv
    -- the limit `P B⁻¹` is the stated residue
    have hP : P = (l ⬝ᵥ (M' *ᵥ c))⁻¹ • (vecMulVec c l * (M E0 + M' * P)) := by
      rw [hL, smul_smul, inv_mul_cancel₀ hm, one_smul]
    have hres : P * (M E0 + M' * P)⁻¹ = (l ⬝ᵥ (M' *ᵥ c))⁻¹ • vecMulVec c l := by
      calc P * (M E0 + M' * P)⁻¹
          = ((l ⬝ᵥ (M' *ᵥ c))⁻¹ • (vecMulVec c l * (M E0 + M' * P)))
            * (M E0 + M' * P)⁻¹ := by rw [← hP]
        _ = _ := by
          rw [Matrix.smul_mul, mul_assoc,
            Matrix.mul_nonsing_inv _ (isUnit_iff_ne_zero.2 hd), mul_one]
    rw [zero_smul, zero_add, hres] at hlim
    refine hlim.congr' ?_
    filter_upwards [hne, self_mem_nhdsWithin] with E hE hEE
    have hx : ((E - E0 : ℝ) : ℂ) ≠ 0 := Complex.ofReal_ne_zero.2 (sub_ne_zero.2 hEE)
    have hi : (M E)⁻¹ = ((1 - P) + ((E - E0 : ℝ) : ℂ)⁻¹ • P) * (B E)⁻¹ := by
      apply Matrix.inv_eq_right_inv
      rw [← mul_assoc, fac, Matrix.mul_nonsing_inv _ (isUnit_iff_ne_zero.2 hE)]
    rw [hi, ← Matrix.smul_mul, smul_add, smul_smul, mul_inv_cancel₀ hx, one_smul]
```

## (f) The Hermitian case

**Task.** Let \(M(E_0)\) be Hermitian and \(m\neq0\). Show that \(xM(E)^{-1}\to cc^*/m\).

**Solution.** The adjoint of \(M(E_0)c=0\) is \(c^*M(E_0)=0\), so (e) applies with \(l=c^*\). Hermiticity is assumed at \(E_0\) only.

With a single channel, \(M\) is a scalar function with \(M(E_0)=0\) and \(|c|=1\). The result reduces to \((E-E_0)/M(E)\to1/M'(E_0)\).

```lean
/-- Let `M` have the energy derivative `M'` at `E0`, let `M(E0)` be Hermitian with kernel spanned by
the unit vector `c`, and let `m = c* M' c` be nonzero. Then `M(E)` is invertible for `E` near but
not equal to `E0`, and `(E - E0) M(E)⁻¹` tends to `c c* / m`. -/
theorem hermitian_pole {M : ℝ → Matrix n n ℂ} {M' : Matrix n n ℂ} {E0 : ℝ} {c : n → ℂ}
    (hM : HasEnergyDeriv M M' E0) (hA : (M E0).IsHermitian)
    (hc : IsNondegenerateState (M E0) c) (hm : energySlope M' c ≠ 0) :
    (∀ᶠ E in 𝓝[≠] E0, IsUnit (M E)) ∧
    Tendsto (fun E : ℝ => ((E - E0 : ℝ) : ℂ) • (M E)⁻¹) (𝓝[≠] E0)
      (𝓝 ((energySlope M' c)⁻¹ • vecMulVec c (star c))) := by
  have hl : star c ᵥ* M E0 = 0 := by
    have h := Matrix.star_mulVec (M E0) c
    rw [hA.eq, (hc.2 c).2 ⟨1, by simp⟩, star_zero] at h
    exact h.symm
  exact pole_of_left_right_states hM hc hl hm
```

## (g) A finite limit forces a nonzero slope

**Task.** Let \(M(E_0)\) be Hermitian with kernel spanned by the unit vector \(c\), let \(M(E)\) be invertible for \(E\) near but different from \(E_0\), and let \(xM(E)^{-1}\) tend to some matrix \(R\). Show that \(m\neq0\).

**Solution.** Two products have limits that can be computed in two ways:
\[
RM(E_0)=\lim xM(E)^{-1}M(E)=\lim x\,1=0,
\]
\[
RM'P=\lim M(E)^{-1}[M(E)-M(E_0)]P=\lim M(E)^{-1}M(E)P=P.
\]
Applying the second to \(c\) gives \(RM'c=c\). The adjoint of the first is \(M(E_0)R^\dagger=0\), so \(R^\dagger c=ac\) for some \(a\), that is, \(c^*R=\bar a\,c^*\). Hence
\[
1=c^*c=c^*RM'c=\bar a\,m,
\]
and \(m\) cannot vanish.

The steps `hRA` and `hRP` obtain the two products from uniqueness of limits; `hs` is the relation for \(c^*R\).

```lean
/-- Let `M` have the energy derivative `M'` at `E0`, and let `M(E0)` be Hermitian with kernel
spanned by the unit vector `c`. If `M(E)` is invertible for `E` near but not equal to `E0`, and `(E
- E0) M(E)⁻¹` has a finite limit as `E` approaches `E0`, then `c* M' c` is nonzero. -/
theorem slope_ne_zero_of_limit {M : ℝ → Matrix n n ℂ} {M' R : Matrix n n ℂ} {E0 : ℝ}
    {c : n → ℂ} (hM : HasEnergyDeriv M M' E0) (hA : (M E0).IsHermitian)
    (hc : IsNondegenerateState (M E0) c) (hu : ∀ᶠ E in 𝓝[≠] E0, IsUnit (M E))
    (hR : Tendsto (fun E : ℝ => ((E - E0 : ℝ) : ℂ) • (M E)⁻¹) (𝓝[≠] E0) (𝓝 R)) :
    energySlope M' c ≠ 0 := by
  obtain ⟨h1, h2⟩ := matrix_limits hM
  have AP : M E0 * vecMulVec c (star c) = 0 := by
    rw [Matrix.mul_vecMulVec, (hc.2 c).2 ⟨1, by simp⟩]
    ext i j
    simp [Matrix.vecMulVec_apply]
  -- the limit annihilates `M(E0)`
  have hRA : R * M E0 = 0 := by
    have h := (detuning_tendsto E0).smul_const (1 : Matrix n n ℂ)
    rw [zero_smul] at h
    refine tendsto_nhds_unique (hR.mul h1) (h.congr' ?_)
    filter_upwards [hu] with E hE
    rw [Matrix.smul_mul, Matrix.nonsing_inv_mul _ ((Matrix.isUnit_iff_isUnit_det _).1 hE)]
  -- and it inverts `M'` on the state `c`
  have hRP : R * (M' * vecMulVec c (star c)) = vecMulVec c (star c) := by
    refine tendsto_nhds_unique (hR.mul (h2.mul_const (vecMulVec c (star c))))
      (tendsto_const_nhds.congr' ?_)
    filter_upwards [hu, self_mem_nhdsWithin] with E hE hEE
    have hx : ((E - E0 : ℝ) : ℂ) ≠ 0 := Complex.ofReal_ne_zero.2 (sub_ne_zero.2 hEE)
    rw [Matrix.smul_mul _ (M E - M E0), sub_mul, AP, sub_zero, Matrix.smul_mul,
      Matrix.mul_smul, smul_smul, mul_inv_cancel₀ hx, one_smul, ← mul_assoc,
      Matrix.nonsing_inv_mul _ ((Matrix.isUnit_iff_isUnit_det _).1 hE), one_mul]
  have hRc : R *ᵥ (M' *ᵥ c) = c := by
    have h := congrArg (fun T => T *ᵥ c) hRP
    simpa only [← Matrix.mulVec_mulVec, dyad_mulVec, hc.1, one_smul] using h
  have hAR : M E0 * Rᴴ = 0 := by
    have h := congrArg Matrix.conjTranspose hRA
    rwa [Matrix.conjTranspose_mul, hA.eq, Matrix.conjTranspose_zero] at h
  obtain ⟨a, ha⟩ := (hc.2 (Rᴴ *ᵥ c)).1 (by
    rw [Matrix.mulVec_mulVec, hAR, Matrix.zero_mulVec])
  have hs : star c ᵥ* R = star a • star c := by
    have h := Matrix.star_mulVec Rᴴ c
    rw [Matrix.conjTranspose_conjTranspose, ha, star_smul] at h
    exact h.symm
  have h := hc.1
  nth_rewrite 2 [← hRc] at h
  rw [Matrix.dotProduct_mulVec, hs, smul_dotProduct, smul_eq_mul] at h
  intro hm
  unfold energySlope at hm
  rw [hm, mul_zero] at h
  exact zero_ne_one h
```

## (h) Elements of the scattering path operator

**Task.** For \(\tau=(t^{-1}-G)^{-1}\), find the limit of \((E-E_0)\tau_{ij}(E)\) under the hypotheses of (f).

**Solution.** Let \(T'\) and \(G'\) be the energy derivatives of \(t^{-1}\) and \(G\) at \(E_0\). Then \(M'=T'-G'\), and the \(ij\) entry of (f) is
\[
(E-E_0)\,\tau_{ij}(E)\to\frac{c_i\,\overline{c_j}}{c^*(T'-G')c}.
\]
The energy dependence of the structure constants therefore enters the weight together with that of the scatterers. The limit is taken along real energies; for \(M\) analytic around \(E_0\), it is the residue of \(\tau_{ij}\) at \(E_0\).

```lean
/-- Let `t⁻¹` and `G` be differentiable at `E0`, and let `t⁻¹ - G` be Hermitian there with kernel
spanned by the unit vector `c`. Let `m`, the expectation value in the state `c` of the energy
derivative of `t⁻¹ - G` at `E0`, be nonzero. Then each element of the scattering path operator
satisfies `(E - E0) τ_ij(E) → c_i c_j* / m` as `E` approaches `E0`. -/
theorem scatteringPath_residue {tinv G : ℝ → Matrix n n ℂ} {T' G' : Matrix n n ℂ} {E0 : ℝ}
    {c : n → ℂ} (hT : HasEnergyDeriv tinv T' E0) (hG : HasEnergyDeriv G G' E0)
    (hA : (tinv E0 - G E0).IsHermitian) (hc : IsNondegenerateState (tinv E0 - G E0) c)
    (hm : energySlope (T' - G') c ≠ 0) (i j : n) :
    Tendsto (fun E : ℝ => ((E - E0 : ℝ) : ℂ) * scatteringPath tinv G E i j) (𝓝[≠] E0)
      (𝓝 (c i * star (c j) / energySlope (T' - G') c)) := by
  have hM : HasEnergyDeriv (fun E => tinv E - G E) (T' - G') E0 :=
    fun i j => (hT i j).fun_sub (hG i j)
  have h := tendsto_pi_nhds.1 (tendsto_pi_nhds.1 (hermitian_pole hM hA hc hm).2 i) j
  rw [div_eq_inv_mul]
  exact h
```

## (i) Two coupled channels

**Task.** Check the hypotheses of (f) at \(E_0=0\) for
\[
M(E)=\begin{pmatrix}E&E\\E&1+E\end{pmatrix}.
\]

```lean
/-- A two-channel matrix function with energy-dependent coupling between the channels. -/
def twoChannel (E : ℝ) : Matrix (Fin 2) (Fin 2) ℂ := !![(E : ℂ), E; E, 1 + E]
```

**Solution.** \(M(0)=\mathrm{diag}(0,1)\) is Hermitian, with kernel spanned by \(c=(1,0)^T\). Every entry of \(M'\) is 1, so \(m=1\). The limit can also be found directly: \(\det M(E)=E\), and
\[
E\,M(E)^{-1}=\begin{pmatrix}1+E&-E\\-E&E\end{pmatrix}\to\begin{pmatrix}1&0\\0&0\end{pmatrix}=\frac{cc^*}{m}.
\]
The Lean theorem verifies the four hypotheses entry by entry.

```lean
/-- The two-channel matrix function meets all hypotheses of `hermitian_pole` at zero energy,
with the state `(1, 0)`. -/
theorem hermitian_pole_witness :
    HasEnergyDeriv twoChannel !![1, 1; 1, 1] 0 ∧ (twoChannel 0).IsHermitian ∧
    IsNondegenerateState (twoChannel 0) ![1, 0] ∧
    energySlope !![1, 1; 1, 1] ![1, 0] ≠ 0 := by
  refine ⟨?_, ?_, ⟨?_, fun v => ⟨fun h => ⟨v 0, ?_⟩, ?_⟩⟩, ?_⟩
  · have h : HasDerivAt (fun E : ℝ => (E : ℂ)) 1 0 := by
      simpa using (hasDerivAt_id (0 : ℝ)).ofReal_comp
    intro i j
    fin_cases i <;> fin_cases j
    · exact h
    · exact h
    · exact h
    · exact h.const_add 1
  · ext i j
    fin_cases i <;> fin_cases j <;> simp [twoChannel]
  · simp [dotProduct, Fin.sum_univ_two]
  · have h1 := congrFun h 1
    simp [twoChannel, Matrix.mulVec, dotProduct, Fin.sum_univ_two] at h1
    ext i
    fin_cases i <;> simp [h1]
  · rintro ⟨a, rfl⟩
    ext i
    fin_cases i <;> simp [twoChannel, Matrix.mulVec, dotProduct, Fin.sum_univ_two]
  · simp [energySlope, Matrix.mulVec, dotProduct, Fin.sum_univ_two]

end

end KKRScatteringPathPole
```

```lean
#print axioms KKRScatteringPathPole.slope_ne_zero_of_limit
#print axioms KKRScatteringPathPole.scatteringPath_residue
```

```
'KKRScatteringPathPole.slope_ne_zero_of_limit' depends on axioms: [propext, Classical.choice, Quot.sound]
'KKRScatteringPathPole.scatteringPath_residue' depends on axioms: [propext, Classical.choice, Quot.sound]
```
